# Closed-shell plane-wave numbers up to 57 in the simple cubic cell and 59 in the face-centred cubic cell at zero twist

## Modes, cells and closed shells

Let \(a\) be the edge of a cube. A plane wave \(e^{i\mathbf K\cdot\mathbf r}\) has the wave vector \(\mathbf K=(2\pi/a)\,\mathbf q\), with \(\mathbf q\in\mathbb R^3\) dimensionless. At zero twist, an orbital must return to itself, with no extra phase, under every translation that maps the periodic simulation cell onto one of its images. For the two cells considered below, the vectors \(\mathbf q\) that meet this condition turn out to be integer vectors, written \(\mathbf k=(k_1,k_2,k_3)\) and called modes. A free particle of mass \(m_{\mathrm p}\) in mode \(\mathbf k\) has the kinetic energy

\[
E_{\mathbf k}=\frac{\hbar^2}{2m_{\mathrm p}}\left(\frac{2\pi}{a}\right)^2|\mathbf k|^2,\qquad |\mathbf k|^2=k_1^2+k_2^2+k_3^2 .
\]

Two cells are considered.

- The simple cubic cell has the translations \(a\,\mathbf t\) with \(\mathbf t\in\mathbb Z^3\).
- The face-centred cubic (fcc) cell has the translations \((a/2)\,\mathbf t\) with \(\mathbf t\in\mathbb Z^3\) and \(t_1+t_2+t_3\) even. Here \(a\) is the edge of the conventional cube, and the primitive cell has volume \(a^3/4\).

For a natural number \(R\), the Fermi sea is the set of allowed modes with \(|\mathbf k|^2\le R\). A number \(N\) is a closed-shell number if some \(R\) gives a Fermi sea of exactly \(N\) modes. Since \(|\mathbf k|^2\) is an integer, non-negative real cutoffs would give no further numbers.

The claim is that the closed-shell numbers up to 57 in the simple cubic cell are 1, 7, 19, 27, 33 and 57, and that those up to 59 in the fcc cell are 1, 9, 15, 27, 51 and 59. For fermions of one spin species at zero twist, with neither interactions nor an external potential, these are the particle numbers in that range for which the ground-state determinant is unique. This makes them natural system sizes in quantum Monte Carlo for a homogeneous system, such as the spin-polarised electron gas, when the trial function contains a determinant of plane waves.

## Allowed wave vectors and shell sizes by hand

In the simple cubic cell, the translation by \(a\) along axis \(j\) multiplies the wave by \(e^{2\pi i q_j}\). This is one exactly when \(q_j\) is an integer, so every integer vector is allowed and nothing else is.

In the fcc cell, the translation \((a/2)\,\mathbf t\) gives the phase

\[
\exp\!\left(i\,\frac{2\pi}{a}\,\mathbf q\cdot\frac a2\,\mathbf t\right)=e^{i\pi\,\mathbf q\cdot\mathbf t},
\]

which is one exactly when \(\mathbf q\cdot\mathbf t\) is an even integer. The translations with \(\mathbf t=(1,1,0)\), \((1,-1,0)\) and \((0,1,1)\) require integers \(m,n,p\) with

\[
q_1+q_2=2m,\qquad q_1-q_2=2n,\qquad q_2+q_3=2p .
\]

Hence \(q_1=m+n\), \(q_2=m-n\) and \(q_3=2p-(m-n)\). All three are integers, and they differ from one another by even numbers, so they share one parity.

Conversely, let \(k_1=k_2+2u\) and \(k_3=k_2+2v\) with integers \(u,v\), and let \(t_1+t_2+t_3=2s\). Then

\[
\mathbf k\cdot\mathbf t=k_2(t_1+t_2+t_3)+2ut_1+2vt_3=2\,(k_2s+ut_1+vt_3),
\]

which is even. The allowed modes are therefore exactly the integer vectors with coordinates all even or all odd.

It remains to count. Each shell below consists of one representative with all its permutations and sign changes. In the simple cubic cell:

| \(\lvert\mathbf k\rvert^2\) | Representative | Modes in shell | Running total |
|---|---|---|---|
| 0 | (0,0,0) | 1 | 1 |
| 1 | (1,0,0) | 6 | 7 |
| 2 | (1,1,0) | 12 | 19 |
| 3 | (1,1,1) | 8 | 27 |
| 4 | (2,0,0) | 6 | 33 |
| 5 | (2,1,0) | 24 | 57 |
| 6 | (2,1,1) | 24 | 81 |

In the fcc cell, the all-even modes are twice the cubic ones and have squared lengths 0, 4, 8, 12, 16 and so on. The all-odd modes start at 3 and 11, followed by 19.

| \(\lvert\mathbf k\rvert^2\) | Representative | Modes in shell | Running total |
|---|---|---|---|
| 0 | (0,0,0) | 1 | 1 |
| 3 | (1,1,1) | 8 | 9 |
| 4 | (2,0,0) | 6 | 15 |
| 8 | (2,2,0) | 12 | 27 |
| 11 | (3,1,1) | 24 | 51 |
| 12 | (2,2,2) | 8 | 59 |
| 16 | (4,0,0) | 6 | 65 |

The running total never decreases as \(R\) grows. Once it has reached 81 or 65, no larger cutoff can return a number up to 57 or 59, so both lists are complete in their ranges.

One slip gives wrong closed-shell numbers for the fcc cell: applying the even-sum rule to the modes. That rule describes the translations of the fcc cell, whereas its wave vectors form the reciprocal lattice, which is body-centred cubic. Counting even-sum vectors would give 1, 13, 19, 43 and so on.

## Modes and Fermi seas in Lean

```lean
import Mathlib

open Finset

namespace ClosedShellCells
```

A mode is a triple of integers. Lean stores it as nested pairs, so \(k_1,k_2,k_3\) appear as `k.1`, `k.2.1` and `k.2.2`.

```lean
/-- A plane-wave mode: an integer wave vector in units of 2π/a. -/
abbrev Mode := ℤ × ℤ × ℤ
```

The function `normSq` is \(|\mathbf k|^2\). The energy prefactor is left out, since it does not affect the order of the shells.

```lean
/-- The squared length of a mode, proportional to its kinetic energy. -/
def normSq (k : Mode) : ℤ := k.1 * k.1 + k.2.1 * k.2.1 + k.2.2 * k.2.2
```

The two cells enter as conditions on modes. `Cubic` accepts every integer vector; for this cell the file takes the periodicity rule as a definition, and the one-line argument above supplies the physics.

```lean
/-- Every integer vector is a mode of the simple cubic cell. -/
def Cubic (_ : Mode) : Prop := True
```

`SameParity` compares remainders modulo 2. Lean's integer remainder is 0 or 1 here for negative numbers too, so signs cause no trouble.

```lean
/-- The three coordinates are all even or all odd. -/
def SameParity (k : Mode) : Prop :=
  k.1 % 2 = k.2.1 % 2 ∧ k.2.1 % 2 = k.2.2 % 2
```

Both conditions can be decided by computation, which the later counts need.

```lean
instance : DecidablePred Cubic := fun _ => isTrue trivial

instance : DecidablePred SameParity := fun k =>
  inferInstanceAs (Decidable (k.1 % 2 = k.2.1 % 2 ∧ k.2.1 % 2 = k.2.2 % 2))
```

The Fermi sea is a set in the infinite lattice \(\mathbb Z^3\), with no box in its definition. The theorems count it with `ncard`, the number of elements of a finite set.

```lean
/-- The Fermi sea: all modes allowed by `P` with squared length at most `R`. -/
def sea (P : Mode → Prop) (R : ℕ) : Set Mode := {k | P k ∧ normSq k ≤ (R : ℤ)}
```

The companion `boxSea` keeps only modes with coordinates between \(-b\) and \(b\). It is a finite set that can be enumerated.

```lean
/-- The part of the Fermi sea inside the box of coordinates between `-b` and `b`. -/
noncomputable def boxSea (P : Mode → Prop) [DecidablePred P] (b R : ℕ) : Finset Mode :=
  (Icc (-(b : ℤ)) b ×ˢ Icc (-(b : ℤ)) b ×ˢ Icc (-(b : ℤ)) b).filter
    (fun k => P k ∧ normSq k ≤ (R : ℤ))
```

The scalar product takes a real wave vector and an integer translation. Because \(\mathbf q\) is real, its integrality can be proved and need not be assumed.

```lean
/-- The scalar product of a real wave vector with an integer translation. -/
def dot (q : ℝ × ℝ × ℝ) (t : Mode) : ℝ := q.1 * t.1 + q.2.1 * t.2.1 + q.2.2 * t.2.2
```

## The parity rule from periodicity

The first lemma is the statement about \(e^{i\pi x}\). Mathlib's criterion says that \(e^z=1\) exactly when \(z\) is an integer multiple of \(2\pi i\); cancelling the non-zero factor \(\pi i\) leaves \(x=2m\).

```lean
/-- The phase factor exp(iπx) is one exactly when `x` is an even integer. -/
theorem phase_eq_one_iff (x : ℝ) :
    Complex.exp (((Real.pi * x : ℝ) : ℂ) * Complex.I) = 1 ↔ ∃ m : ℤ, x = 2 * m := by
  rw [Complex.exp_eq_one_iff]
  constructor
  · rintro ⟨m, h⟩
    refine ⟨m, ?_⟩
    push_cast at h
    have hpi : (Real.pi : ℂ) ≠ 0 := by exact_mod_cast Real.pi_ne_zero
    have hx : (x : ℂ) = 2 * (m : ℂ) :=
      mul_left_cancel₀ (mul_ne_zero hpi Complex.I_ne_zero) (by linear_combination h)
    exact_mod_cast hx
  · rintro ⟨m, rfl⟩
    exact ⟨m, by push_cast; ring⟩
```

The next theorem says that a real vector \(\mathbf q\) gives phase one for all fcc translations exactly when it equals an integer vector satisfying `SameParity`. The forward direction inserts the same three translations as the derivation by hand and obtains `m`, `n` and `p`. Then `omega` checks the parities and `linarith` solves the linear equations for the coordinates. The reverse direction introduces `u`, `v` and `s` and proves the identity for \(\mathbf k\cdot\mathbf t\) by `linear_combination`.

```lean
/-- A plane wave with wave vector (2π/a)q is unchanged by all face-centred cubic translations
(a/2)t, with `t` of even coordinate sum, exactly when `q` is an integer vector whose
coordinates share one parity. -/
theorem fcc_periodic_iff (q : ℝ × ℝ × ℝ) :
    (∀ t : Mode, Even (t.1 + t.2.1 + t.2.2) →
      Complex.exp (((Real.pi * dot q t : ℝ) : ℂ) * Complex.I) = 1) ↔
    ∃ k : Mode, SameParity k ∧ q.1 = k.1 ∧ q.2.1 = k.2.1 ∧ q.2.2 = k.2.2 := by
  constructor
  · intro h
    -- three translations already force integer coordinates of one parity
    obtain ⟨m, hm⟩ := (phase_eq_one_iff _).1 (h (1, 1, 0) (by decide))
    obtain ⟨n, hn⟩ := (phase_eq_one_iff _).1 (h (1, -1, 0) (by decide))
    obtain ⟨p, hp⟩ := (phase_eq_one_iff _).1 (h (0, 1, 1) (by decide))
    norm_num [dot] at hm hn hp
    refine ⟨(m + n, m - n, 2 * p - (m - n)), ⟨?_, ?_⟩, ?_, ?_, ?_⟩
    · show (m + n) % 2 = (m - n) % 2
      omega
    · show (m - n) % 2 = (2 * p - (m - n)) % 2
      omega
    all_goals
      push_cast
      linarith
  · rintro ⟨k, ⟨h1, h2⟩, e1, e2, e3⟩ t ⟨s, hs⟩
    rw [phase_eq_one_iff]
    obtain ⟨u, hu⟩ : ∃ u, k.1 = k.2.1 + 2 * u := ⟨(k.1 - k.2.1) / 2, by omega⟩
    obtain ⟨v, hv⟩ : ∃ v, k.2.2 = k.2.1 + 2 * v := ⟨(k.2.2 - k.2.1) / 2, by omega⟩
    have hZ : k.1 * t.1 + k.2.1 * t.2.1 + k.2.2 * t.2.2
        = 2 * (k.2.1 * s + u * t.1 + v * t.2.2) := by
      linear_combination t.1 * hu + t.2.2 * hv + k.2.1 * hs
    refine ⟨k.2.1 * s + u * t.1 + v * t.2.2, ?_⟩
    simp only [dot, e1, e2, e3]
    exact_mod_cast hZ
```

## From the infinite lattice to a finite box

If \(R<(b+1)^2\), a mode in the sea cannot have a coordinate of size \(b+1\) or more, because the square of that coordinate alone would exceed \(R\). The auxiliary statement `bound` proves this for one integer, treating the two signs separately. It applies to each coordinate because the other two squares are non-negative.

```lean
/-- A Fermi sea with squared radius below (b+1)² lies entirely in the box of half-width `b`. -/
theorem sea_eq_boxSea (P : Mode → Prop) [DecidablePred P] {b R : ℕ}
    (h : R < (b + 1) * (b + 1)) : sea P R = ↑(boxSea P b R) := by
  have hb : (R : ℤ) < ((b : ℤ) + 1) * ((b : ℤ) + 1) := by exact_mod_cast h
  have bound : ∀ x : ℤ, x * x ≤ R → -(b : ℤ) ≤ x ∧ x ≤ b := by
    intro x hx
    constructor
    · by_contra hc
      have : (b : ℤ) + 1 ≤ -x := by omega
      nlinarith
    · by_contra hc
      have : (b : ℤ) + 1 ≤ x := by omega
      nlinarith
  ext k
  simp only [sea, boxSea, Set.mem_ofPred_eq, Finset.mem_coe, Finset.mem_filter,
    Finset.mem_product, Finset.mem_Icc]
  constructor
  · rintro ⟨hP, hk⟩
    have hk' := hk
    unfold normSq at hk'
    have s1 := mul_self_nonneg k.1
    have s2 := mul_self_nonneg k.2.1
    have s3 := mul_self_nonneg k.2.2
    exact ⟨⟨bound _ (by linarith), bound _ (by linarith), bound _ (by linarith)⟩, hP, hk⟩
  · exact fun hk => hk.2
```

Equal sets have equal counts, so the number of modes in the sea can be read off from the box.

```lean
/-- The number of modes in the Fermi sea equals the number found in a large enough box. -/
theorem sea_ncard (P : Mode → Prop) [DecidablePred P] {b R : ℕ}
    (h : R < (b + 1) * (b + 1)) : (sea P R).ncard = (boxSea P b R).card := by
  rw [sea_eq_boxSea P h, Set.ncard_coe_finset]
```

Monotonicity follows from inclusion of the seas. The proof must also show that the larger sea is finite, since `ncard` assigns zero to an infinite set. The box with \(b=S\) does this, as \(S<(S+1)^2\).

```lean
/-- Raising the cutoff never lowers the number of modes in the Fermi sea. -/
theorem sea_ncard_mono (P : Mode → Prop) [DecidablePred P] {R S : ℕ} (h : R ≤ S) :
    (sea P R).ncard ≤ (sea P S).ncard := by
  have hfin : (sea P S).Finite := by
    rw [sea_eq_boxSea P (b := S) (by nlinarith)]
    exact Finset.finite_toSet _
  refine Set.ncard_le_ncard ?_ hfin
  rintro k ⟨hP, hk⟩
  exact ⟨hP, hk.trans (by exact_mod_cast h)⟩
```

## Complete lists and the individual counts

The theorem for the simple cubic cell is an equivalence for every natural number \(N\): it is at most 57 and is the size of some Fermi sea exactly when it belongs to the list. The cutoff \(R\) ranges over all natural numbers.

From left to right, the proof splits at \(R=6\). Below it, the box with \(b=2\) suffices, and `decide +kernel` makes Lean's kernel evaluate all six counts. From 6 onwards, monotonicity gives at least 81 modes, which contradicts \(N\le57\). From right to left, the kernel finds a suitable cutoff for each member of the list.

```lean
/-- In the simple cubic cell, the mode numbers up to 57 that fill a Fermi sea completely,
for some cutoff, are exactly 1, 7, 19, 27, 33 and 57. -/
theorem cubic_closed_shells (N : ℕ) :
    (N ≤ 57 ∧ ∃ R, (sea Cubic R).ncard = N) ↔
      N ∈ ({1, 7, 19, 27, 33, 57} : Finset ℕ) := by
  constructor
  · rintro ⟨hN, R, rfl⟩
    rcases Nat.lt_or_ge R 6 with h | h
    · have key : ∀ R < 6, (boxSea Cubic 2 R).card ∈
          ({1, 7, 19, 27, 33, 57} : Finset ℕ) := by decide +kernel
      rw [sea_ncard Cubic (b := 2) (by omega)]
      exact key R h
    · -- the next shell already brings the count to 81
      have h1 := sea_ncard_mono Cubic h
      have h2 : (sea Cubic 6).ncard = 81 :=
        (sea_ncard Cubic (b := 2) (by norm_num)).trans (by decide +kernel)
      omega
  · intro h
    have key : ∀ N ∈ ({1, 7, 19, 27, 33, 57} : Finset ℕ),
        N ≤ 57 ∧ ∃ R < 6, (boxSea Cubic 2 R).card = N := by decide +kernel
    obtain ⟨hN, R, hR, hc⟩ := key N h
    exact ⟨hN, R, (sea_ncard Cubic (by omega)).trans hc⟩
```

The following theorem ties each number to its cutoff. The cubic cutoffs are 0, 1, 2, 3, 4, 5, and the fcc cutoffs are 0, 3, 4, 8, 11, 12. `List.map` applies the count to each cutoff in turn, so the order of the results matters. The proof replaces every infinite-lattice count by a count in the box with \(b=3\), valid for \(R<16\), and lets the kernel evaluate both lists.

```lean
/-- The numbers of integer vectors with squared length at most 0, 1, 2, 3, 4, 5 are
1, 7, 19, 27, 33, 57; for vectors whose coordinates share one parity, the numbers with squared
length at most 0, 3, 4, 8, 11, 12 are 1, 9, 15, 27, 51, 59. -/
theorem closed_shell_counts :
    ([0, 1, 2, 3, 4, 5].map fun R => (sea Cubic R).ncard) = [1, 7, 19, 27, 33, 57] ∧
    ([0, 3, 4, 8, 11, 12].map fun R => (sea SameParity R).ncard) = [1, 9, 15, 27, 51, 59] := by
  have hc : ∀ R < 16, (sea Cubic R).ncard = (boxSea Cubic 3 R).card :=
    fun R h => sea_ncard Cubic (by omega)
  have hf : ∀ R < 16, (sea SameParity R).ncard = (boxSea SameParity 3 R).card :=
    fun R h => sea_ncard SameParity (by omega)
  constructor
  · simp only [List.map_cons, List.map_nil]
    rw [hc 0 (by omega), hc 1 (by omega), hc 2 (by omega), hc 3 (by omega),
      hc 4 (by omega), hc 5 (by omega)]
    decide +kernel
  · simp only [List.map_cons, List.map_nil]
    rw [hf 0 (by omega), hf 3 (by omega), hf 4 (by omega), hf 8 (by omega),
      hf 11 (by omega), hf 12 (by omega)]
    decide +kernel
```

The fcc theorem has the same form, with the split at \(R=16\). Below it, the box with \(b=3\) is large enough. At \(R=16\) the modes of type \((4,0,0)\) appear, so the proof uses \(b=4\) to obtain the count 65. The theorem speaks of `SameParity`, and `fcc_periodic_iff` is what identifies that condition with the fcc cell.

These results count spatial orbitals. With two equally occupied spin species, the particle numbers double, to 2, 14, 38, 54, 66 and 114 in the simple cubic cell. A non-zero twist shifts all wave vectors and generally changes the shells, so the lists do not carry over to the individual twists of a twist average. Nor do they say how large the finite-size error of an interacting system is at a closed-shell number.

```lean
/-- In the face-centred cubic cell, the mode numbers up to 59 that fill a Fermi sea completely,
for some cutoff, are exactly 1, 9, 15, 27, 51 and 59. -/
theorem fcc_closed_shells (N : ℕ) :
    (N ≤ 59 ∧ ∃ R, (sea SameParity R).ncard = N) ↔
      N ∈ ({1, 9, 15, 27, 51, 59} : Finset ℕ) := by
  constructor
  · rintro ⟨hN, R, rfl⟩
    rcases Nat.lt_or_ge R 16 with h | h
    · have key : ∀ R < 16, (boxSea SameParity 3 R).card ∈
          ({1, 9, 15, 27, 51, 59} : Finset ℕ) := by decide +kernel
      rw [sea_ncard SameParity (b := 3) (by omega)]
      exact key R h
    · -- the next shell already brings the count to 65
      have h1 := sea_ncard_mono SameParity h
      have h2 : (sea SameParity 16).ncard = 65 :=
        (sea_ncard SameParity (b := 4) (by norm_num)).trans (by decide +kernel)
      omega
  · intro h
    have key : ∀ N ∈ ({1, 9, 15, 27, 51, 59} : Finset ℕ),
        N ≤ 59 ∧ ∃ R < 16, (boxSea SameParity 3 R).card = N := by decide +kernel
    obtain ⟨hN, R, hR, hc⟩ := key N h
    exact ⟨hN, R, (sea_ncard SameParity (by omega)).trans hc⟩

end ClosedShellCells
```

```lean
#print axioms ClosedShellCells.fcc_periodic_iff
#print axioms ClosedShellCells.cubic_closed_shells
#print axioms ClosedShellCells.closed_shell_counts
#print axioms ClosedShellCells.fcc_closed_shells
```

```
'ClosedShellCells.fcc_periodic_iff' depends on axioms: [propext, Classical.choice, Quot.sound]
'ClosedShellCells.cubic_closed_shells' depends on axioms: [propext, Classical.choice, Quot.sound]
'ClosedShellCells.closed_shell_counts' depends on axioms: [propext, Classical.choice, Quot.sound]
'ClosedShellCells.fcc_closed_shells' depends on axioms: [propext, Classical.choice, Quot.sound]
```
